# The half-filled extended Hubbard dimer is a Hubbard dimer with interaction $U-V$, up to a constant

## Two electrons on two sites

Put one spin-up and one spin-down electron on two sites with one orbital each. Two electrons on the same site cost an energy $U$, and two electrons on different sites cost $V$. There are four configurations:

| Configuration | Double occupancy $D$ | Interaction energy |
|---|---|---|
| both on site 1 | 1 | $U$ |
| both on site 2 | 1 | $U$ |
| up on 1, down on 2 | 0 | $V$ |
| down on 1, up on 2 | 0 | $V$ |

In every row the energy is $(U-V)D+V$. The two electrons form exactly one pair, which sits either on one site or across the two. Taking $V$ as the zero of energy leaves a pure on-site interaction of strength $U-V$, which is attractive if $V>U$.

The same holds for operators. Let $N_1$ and $N_2$ be the site charges, that is, the electron numbers on the two sites, and let $D$ now be the operator of total double occupancy. If $N_1+N_2=2$, then

$$U D+V N_1N_2=(U-V)D+V .$$

For this two-site model with one orbital per site, energy differences between two-electron states therefore depend on $U$ and $V$ only through $U-V$, and a fit to them cannot determine the two parameters separately. The statement concerns the interaction operator. It does not carry over directly to the DFT+U+V energy functional, which is built from occupation matrices.

## Occupations as commuting idempotents

An occupation number is 0 or 1, so as an operator it equals its own square. The formal version keeps this property and works in a real algebra `A`, which need not be commutative. `IsSite u d` says that `u` and `d`, the spin-up and spin-down occupations of one site, are idempotent and commute with each other. Fermionic number operators have these properties.

For the dimer the four occupations are called $a,b$ on site 1 and $c,d$ on site 2, where a textbook would write $n_{1\uparrow},n_{1\downarrow},n_{2\uparrow},n_{2\downarrow}$. In particular, $c$ is not an annihilation operator. Then

$$N_1=a+b,\qquad N_2=c+d,\qquad D=ab+cd .$$

In Lean, `charge a b` is $N_1$, and `interaction U V a b c d` is $UD+VN_1N_2$, with `•` for multiplication by a real number. `U` and `V` may have either sign.

The theorem `half_filled_dimer` assumes `IsSite` for both sites and `charge a b + charge c d = 2`, and concludes the identity above. Nothing is assumed about commutation between the sites. The filling condition is an equation in the algebra, so it describes operators restricted to the two-electron states. That a real molecule can be described by one orbital per site and two constants $U$ and $V$ is a physical assumption made before the algebra starts.

## Counting pairs with the total charge

For a site with occupations $u$ and $d$, expanding the square of the charge gives

$$(u+d)^2=u^2+ud+du+d^2=(u+d)+2ud .$$

Hence $N_1^2=N_1+2ab$ and $N_2^2=N_2+2cd$. Let $N=N_1+N_2$, and suppose that $N_1$ and $N_2$ commute. Then

$$N^2-N=N_1^2+N_2^2+2N_1N_2-N_1-N_2=2D+2N_1N_2 .$$

This counts pairs: $N(N-1)/2$ is the number of all pairs, $D$ the number on a common site, and $N_1N_2$ the number across the two sites. Solving for $N_1N_2$ and inserting the result gives, at any filling,

$$UD+VN_1N_2=(U-V)D+\tfrac V2\,(N^2-N).$$

If $N=2$, then $N_2=2-N_1$, which commutes with $N_1$, so the formula applies. The last term becomes $\tfrac V2(4-2)=V$.

## Two-electron states in the full Fock space

On the full Fock space $N$ is not the number 2, since the vacuum, for example, has $N=0$. The condition is then placed on a state $\psi$ with $N\psi=2\psi$. Applying $N$ twice gives $(N^2-N)\psi=4\psi-2\psi=2\psi$, so

$$(UD+VN_1N_2)\psi=(U-V)D\psi+V\psi .$$

Add any further operator $T$, such as hopping and site potentials. Moving $V\psi$ to the other side shows that

$$(T+UD+VN_1N_2)\psi=E\psi\iff (T+(U-V)D)\psi=(E-V)\psi .$$

This is `eigenvalue_equation_iff`. The operators are real-linear maps on a real vector space `M`, elements of `Module.End ℝ M`, and their product is composition. A complex state space qualifies when it is regarded as a real one, because $E$ is real. Here the commutation of $N_1$ and $N_2$ is a hypothesis, `hN`, which fermionic number operators satisfy. The Hubbard model appears as `interaction (U - V) 0`, the same interaction with its intersite part switched off.

## Clusters with equal repulsion between all pairs

Now take a finite set of sites $i$ with occupations $u_i,d_i$ and charges $N_i=u_i+d_i$, and write $N=\sum_iN_i$ and $D=\sum_iu_id_i$. Let every pair of distinct sites repel with the same $V$, as suits an equilateral triangle. A chain of three sites with repulsion between neighbours only is a different model.

Site $i$ couples to the total charge minus its own:

$$\sum_{j\ne i}N_iN_j=N_iN-N_i^2=N_iN-N_i-2u_id_i .$$

Summing over $i$ gives $N^2-N-2D$, and therefore

$$UD+\tfrac V2\sum_i\sum_{j\neq i}N_iN_j=(U-V)D+\tfrac V2\,(N^2-N).$$

The factor $\tfrac12$ on the left is there because the double sum meets each pair in both orders. This is `uniform_cluster`, and it needs no commutation between different sites. For a single site the double sum is empty, and the identity reduces to $N^2-N=2D$ multiplied by $V/2$.

## The definitions and theorems in Lean

```lean
import Mathlib

open Finset

namespace ExtendedHubbardDimer

variable {A : Type*} [Ring A]

/-- The spin-up and spin-down occupations of one site: two commuting idempotents. -/
structure IsSite (u d : A) : Prop where
  up_idem : u * u = u
  down_idem : d * d = d
  comm : u * d = d * u

/-- The charge of a site, the sum of its spin-up and spin-down occupations. -/
def charge (u d : A) : A := u + d

variable [Algebra ℝ A]

/-- The interaction `U D + V N₁ N₂` of two sites with occupations `a, b` and `c, d`, where `D` is
the total double occupancy and `N₁`, `N₂` are the site charges. -/
def interaction (U V : ℝ) (a b c d : A) : A :=
  U • (a * b + c * d) + V • (charge a b * charge c d)

/-- The square of a site charge is the charge plus twice the double occupancy of the site. -/
theorem charge_sq {u d : A} (h : IsSite u d) :
    charge u d * charge u d = charge u d + (2 : ℝ) • (u * d) := by
  unfold charge
  calc (u + d) * (u + d) = u * u + u * d + d * u + d * d := by noncomm_ring
    _ = u + d + (2 : ℝ) • (u * d) := by
      rw [h.up_idem, h.down_idem, ← h.comm, two_smul ℝ]
      abel

/-- At any filling, if the two site charges commute, the intersite repulsion `V` lowers the
on-site repulsion to `U - V` and adds `V (N² - N) / 2`, with `N` the total charge. -/
theorem interaction_any_filling {a b c d : A} (h₁ : IsSite a b) (h₂ : IsSite c d)
    (hN : charge a b * charge c d = charge c d * charge a b) (U V : ℝ) :
    interaction U V a b c d = (U - V) • (a * b + c * d) +
      (V / 2) • ((charge a b + charge c d) * (charge a b + charge c d)
        - (charge a b + charge c d)) := by
  -- the square of the total charge contains both kinds of pair
  have hsq : (charge a b + charge c d) * (charge a b + charge c d)
      - (charge a b + charge c d)
      = (2 : ℝ) • (a * b + c * d) + (2 : ℝ) • (charge a b * charge c d) := by
    calc (charge a b + charge c d) * (charge a b + charge c d) - (charge a b + charge c d)
        = charge a b * charge a b + charge a b * charge c d + charge c d * charge a b
          + charge c d * charge c d - (charge a b + charge c d) := by noncomm_ring
      _ = _ := by
        rw [charge_sq h₁, charge_sq h₂, ← hN]
        module
  rw [hsq, interaction]
  module

/-- If the charges of the two sites sum to 2, the interaction `U D + V N₁ N₂` equals
`(U - V) D + V`: a Hubbard interaction of strength `U - V` and a constant. -/
theorem half_filled_dimer {a b c d : A} (h₁ : IsSite a b) (h₂ : IsSite c d)
    (hhalf : charge a b + charge c d = 2) (U V : ℝ) :
    interaction U V a b c d = (U - V) • (a * b + c * d) + V • (1 : A) := by
  -- at fixed total charge the two site charges commute
  have hc : charge c d = 2 - charge a b := by
    rw [← hhalf]
    abel
  have hN : charge a b * charge c d = charge c d * charge a b := by
    rw [hc]
    noncomm_ring
  have h2 : (2 : A) * 2 - 2 = (2 : ℝ) • (1 : A) := by
    rw [two_smul ℝ]
    norm_num
  rw [interaction_any_filling h₁ h₂ hN, hhalf, h2]
  module

/-- Let the site charges be commuting operators and let `ψ` have total charge 2. For any further
operator `T`, `ψ` solves the eigenvalue equation of `T + U D + V N₁ N₂` at energy `E` exactly when
it solves that of `T + (U - V) D` at energy `E - V`. -/
theorem eigenvalue_equation_iff {M : Type*} [AddCommGroup M] [Module ℝ M]
    {a b c d : Module.End ℝ M} (h₁ : IsSite a b) (h₂ : IsSite c d)
    (hN : charge a b * charge c d = charge c d * charge a b)
    (T : Module.End ℝ M) {ψ : M} (hψ : (charge a b + charge c d) ψ = (2 : ℝ) • ψ)
    (U V E : ℝ) :
    (T + interaction U V a b c d) ψ = E • ψ ↔
      (T + interaction (U - V) 0 a b c d) ψ = (E - V) • ψ := by
  have hNN : ((charge a b + charge c d) * (charge a b + charge c d)
      - (charge a b + charge c d)) ψ = (2 : ℝ) • ψ := by
    rw [LinearMap.sub_apply, Module.End.mul_apply, hψ, map_smul, hψ]
    module
  have hV : ((V / 2) • ((charge a b + charge c d) * (charge a b + charge c d)
      - (charge a b + charge c d))) ψ = V • ψ := by
    rw [LinearMap.smul_apply, hNN]
    module
  have h0 : interaction (U - V) 0 a b c d = (U - V) • (a * b + c * d) := by
    simp [interaction]
  -- on the two-electron sector the interactions differ by the constant V
  have key : interaction U V a b c d ψ = interaction (U - V) 0 a b c d ψ + V • ψ := by
    rw [interaction_any_filling h₁ h₂ hN U V, h0, LinearMap.add_apply, hV]
  rw [LinearMap.add_apply, LinearMap.add_apply, key, sub_smul, eq_sub_iff_add_eq, add_assoc]

/-- In a finite cluster where every pair of distinct sites repels with the same `V`, the
interaction is a Hubbard interaction of strength `U - V` plus `V (N² - N) / 2`, with `N` the total
charge. The factor `V / 2` on the left compensates for counting each pair in both orders. -/
theorem uniform_cluster {ι : Type*} [Fintype ι] [DecidableEq ι] {u d : ι → A}
    (h : ∀ i, IsSite (u i) (d i)) (U V : ℝ) :
    U • ∑ i, u i * d i +
      (V / 2) • ∑ i, ∑ j ∈ univ.erase i, charge (u i) (d i) * charge (u j) (d j)
    = (U - V) • ∑ i, u i * d i +
      (V / 2) • ((∑ i, charge (u i) (d i)) * (∑ i, charge (u i) (d i))
        - ∑ i, charge (u i) (d i)) := by
  -- the repulsion felt by site i is its coupling to the total charge minus its self-term
  have hrow : ∀ i, ∑ j ∈ univ.erase i, charge (u i) (d i) * charge (u j) (d j)
      = charge (u i) (d i) * (∑ j, charge (u j) (d j))
        - (charge (u i) (d i) + (2 : ℝ) • (u i * d i)) := by
    intro i
    rw [← charge_sq (h i), Finset.mul_sum, eq_sub_iff_add_eq']
    exact Finset.add_sum_erase univ
      (fun j => charge (u i) (d i) * charge (u j) (d j)) (Finset.mem_univ i)
  rw [Finset.sum_congr rfl (fun i _ => hrow i), Finset.sum_sub_distrib,
    Finset.sum_add_distrib, ← Finset.sum_mul, ← Finset.smul_sum]
  module

/-- Occupations as functions on the four configurations of one up and one down electron on two
sites (both on the first, both on the second, up first and down second, down first and up second)
form two sites whose charges sum to 2. -/
theorem half_filled_dimer_witness :
    IsSite (![1, 0, 1, 0] : Fin 4 → ℝ) ![1, 0, 0, 1] ∧
    IsSite (![0, 1, 0, 1] : Fin 4 → ℝ) ![0, 1, 1, 0] ∧
    charge (![1, 0, 1, 0] : Fin 4 → ℝ) ![1, 0, 0, 1]
      + charge (![0, 1, 0, 1] : Fin 4 → ℝ) ![0, 1, 1, 0] = 2 := by
  refine ⟨⟨?_, ?_, ?_⟩, ⟨?_, ?_, ?_⟩, ?_⟩ <;> ext i <;> fin_cases i <;> norm_num [charge]

end ExtendedHubbardDimer
```

```lean
#print axioms ExtendedHubbardDimer.half_filled_dimer
-- 'ExtendedHubbardDimer.half_filled_dimer' depends on axioms: [propext, Classical.choice, Quot.sound]
#print axioms ExtendedHubbardDimer.eigenvalue_equation_iff
-- 'ExtendedHubbardDimer.eigenvalue_equation_iff' depends on axioms: [propext, Classical.choice, Quot.sound]
#print axioms ExtendedHubbardDimer.uniform_cluster
-- 'ExtendedHubbardDimer.uniform_cluster' depends on axioms: [propext, Classical.choice, Quot.sound]
```

## From the squared charge to the eigenvalue equation

`charge_sq` is the expansion of $(u+d)^2$. The tactic `noncomm_ring` multiplies out without exchanging factors. The site properties then replace $u^2$ by $u$, $d^2$ by $d$ and $du$ by $ud$.

In `interaction_any_filling`, the intermediate statement `hsq` is the pair count $N^2-N=2D+2N_1N_2$. After the expansion, `charge_sq` is used once for each site, and `hN` turns $N_2N_1$ into $N_1N_2$. The tactic `module` collects terms with real coefficients, first to finish `hsq` and then to combine the $U$ and $V$ contributions.

`half_filled_dimer` first solves the filling condition for $N_2$ (`hc`) and derives the commutation of the charges from it (`hN`). It then puts $N=2$ into the general formula, where `h2` evaluates $2\cdot2-2$.

In `eigenvalue_equation_iff`, the step `hNN` computes $(N^2-N)\psi=2\psi$ by using the condition on $\psi$ twice, and `hV` multiplies the result by $V/2$. The step `key` states that the two interactions differ by $V\psi$ when applied to $\psi$. The last line moves this term across the equation, which gives both directions of the equivalence at once.

`uniform_cluster` proves the formula for a single site $i$ as `hrow`: adding the missing term $j=i$ completes the sum to $N_iN$, and `charge_sq` rewrites that term. Summing over $i$ and collecting coefficients finishes the proof.

`half_filled_dimer_witness` returns to the table at the start. Each occupation is a list of four values, one per configuration in the order of the rows, and multiplication acts entry by entry. The proof checks every required equation in each of the four entries, so these configurations satisfy all the assumptions of `half_filled_dimer`.
